# Pseudoscalar descriptors vanish when all vectors lie in one plane through the origin

A descriptor is represented here by its symmetry alone. It is a real function f of n vectors v₀, …, vₙ₋₁ in three-dimensional space, and no formula, continuity or permutation symmetry is assumed. In atomistic simulation such functions often arise by coupling spherical harmonics of the neighbour directions, with Clebsch-Gordan coefficients, to total angular momentum L = 0. If the sum of the individual l values is odd, the real and imaginary parts of the coupled expression have the symmetry studied below. That construction motivates the definition but does not appear in the Lean file, and neither do covariant outputs with L > 0.

A vector is a triple of real Cartesian components, numbered 0, 1, 2 as in Lean.

```lean
import Mathlib

open Matrix

namespace OddParityDescriptors

noncomputable section

/-- Vectors in three-dimensional space, given by Cartesian components. -/
abbrev Vec := Fin 3 → ℝ
```

Two conditions define a pseudoscalar. The field `rot` says that f does not change when one proper rotation R, a real matrix with RᵀR = 1 and det R = 1, acts on all the vectors: the value does not depend on how the configuration is oriented in the laboratory. The field `odd` says that f changes sign when all the vectors are inverted, so f takes opposite values on a configuration and its mirror image. The vectors are labelled, so a non-zero value does not by itself show that an arrangement of identical atoms is chiral. In the code, `R *ᵥ v i` is the matrix R applied to vᵢ.

```lean
/-- A pseudoscalar descriptor of `n` vectors: a real function invariant under simultaneous
proper rotations and odd under simultaneous inversion. -/
structure IsPseudoscalar {n : ℕ} (f : (Fin n → Vec) → ℝ) : Prop where
  rot : ∀ R : Matrix (Fin 3) (Fin 3) ℝ, Rᵀ * R = 1 → R.det = 1 →
    ∀ v, f (fun i => R *ᵥ v i) = f v
  odd : ∀ v, f (fun i => -v i) = -f v
```

A configuration is coplanar if some non-zero vector m is orthogonal to all its members. The plane therefore passes through the origin. The normal m need not be unique or of unit length, so collinear vectors, zero vectors and the empty configuration also count as coplanar. The dot product is written `⬝ᵥ`.

```lean
/-- The vectors lie in one plane through the origin: they share a non-zero normal `m`. -/
def Coplanar {n : ℕ} (v : Fin n → Vec) : Prop :=
  ∃ m : Vec, m ≠ 0 ∧ ∀ i, m ⬝ᵥ v i = 0
```

Two constructions are needed. For m ≠ 0, the half-turn about m is the matrix S = c m mᵀ − 1 with c = 2/(m·m).

```lean
/-- The rotation by 180 degrees about the axis `m`, for `m ≠ 0`. -/
def halfTurn (m : Vec) : Matrix (Fin 3) (Fin 3) ℝ :=
  (2 / (m ⬝ᵥ m)) • vecMulVec m m - 1
```

The triple product T(a, b, c) is the determinant of the matrix with rows a, b, c.

```lean
/-- The triple product of three vectors, the determinant with these vectors as rows. -/
def triple (a b c : Vec) : ℝ := (Matrix.of ![a, b, c]).det
```

## (a) The half-turn about a normal

Let m ≠ 0. Show that S is a proper rotation and find its action on vectors orthogonal to m:

SᵀS = 1, det S = 1, and S v = −v whenever m·v = 0.

**Solution.** The dyad m mᵀ is symmetric and satisfies (m mᵀ)² = (m·m) m mᵀ. Since c (m·m) = 2,

SᵀS = S² = c²(m·m) m mᵀ − 2c m mᵀ + 1 = 2c m mᵀ − 2c m mᵀ + 1 = 1.

In the determinant of c m mᵀ − 1, the terms of second and third order in c cancel because the dyad has rank one. What remains is

det S = c (m·m) − 1 = 2 − 1 = 1.

Finally, S v = c m (m·v) − v, which is −v when m·v = 0.

In Lean, `hc` records c (m·m) = 2, and `generalize` then treats c as a symbol known only through that relation. The identities `hT` and `hP` are the two properties of the dyad. The determinant is expanded in components and closed by `linear_combination hc`.

```lean
/-- The half-turn about a non-zero axis is a proper rotation, and it reverses every vector
orthogonal to the axis. -/
theorem halfTurn_spec {m : Vec} (hm : m ≠ 0) :
    (halfTurn m)ᵀ * halfTurn m = 1 ∧ (halfTurn m).det = 1 ∧
      ∀ v : Vec, m ⬝ᵥ v = 0 → halfTurn m *ᵥ v = -v := by
  have hs : m ⬝ᵥ m ≠ 0 := fun h => hm (dotProduct_self_eq_zero.mp h)
  have hc : 2 / (m ⬝ᵥ m) * (m ⬝ᵥ m) = 2 := div_mul_cancel₀ 2 hs
  unfold halfTurn
  generalize 2 / (m ⬝ᵥ m) = c at hc ⊢
  refine ⟨?_, ?_, ?_⟩
  · -- the dyad m mᵀ is symmetric and squares to a multiple of itself
    have hT : (vecMulVec m m)ᵀ = vecMulVec m m := by
      ext i j
      simp only [Matrix.transpose_apply, vecMulVec_apply]
      ring
    have hP : vecMulVec m m * vecMulVec m m = (m ⬝ᵥ m) • vecMulVec m m := by
      ext i j
      simp only [Matrix.mul_apply, vecMulVec_apply, Matrix.smul_apply, smul_eq_mul,
        dotProduct, Fin.sum_univ_three]
      ring
    rw [Matrix.transpose_sub, Matrix.transpose_smul, hT, Matrix.transpose_one]
    have hexp : (c • vecMulVec m m - 1) * (c • vecMulVec m m - 1)
        = (c * c) • (vecMulVec m m * vecMulVec m m) - (2 * c) • vecMulVec m m + 1 := by
      simp only [sub_mul, mul_sub, smul_mul_assoc, mul_smul_comm, one_mul, mul_one]
      module
    have hcc : c * c * (m ⬝ᵥ m) = 2 * c := by linear_combination c * hc
    rw [hexp, hP, smul_smul, hcc, sub_self, zero_add]
  · simp only [dotProduct, Fin.sum_univ_three] at hc
    rw [Matrix.det_fin_three]
    simp [vecMulVec_apply]
    linear_combination hc
  · intro v hv
    have hPv : vecMulVec m m *ᵥ v = (m ⬝ᵥ v) • m := by
      funext i
      simp only [Matrix.mulVec, dotProduct, vecMulVec_apply, Fin.sum_univ_three,
        Pi.smul_apply, smul_eq_mul]
      ring
    rw [Matrix.sub_mulVec, Matrix.smul_mulVec, hPv, hv, Matrix.one_mulVec, zero_smul,
      smul_zero, zero_sub]
```

## (b) A pseudoscalar on a planar configuration

Let f be a pseudoscalar and let v be a coplanar configuration. Show that

f(v) = 0.

**Solution.** Take a normal m and its half-turn S. By (a), S reverses every vector of the configuration, so on this plane a proper rotation does the work of the inversion. The two symmetries of f then give

f(v) = f(S v) = f(−v) = −f(v),

hence 2 f(v) = 0. Equivalently, the mirror reflection in the plane leaves the configuration as it is, while f must change sign under it.

The Lean equation `e` states that the rotated and the inverted configurations are the same. After rewriting with `e` and `hf.odd`, `linarith` solves −f(v) = f(v).

```lean
/-- A pseudoscalar descriptor vanishes whenever all its vectors lie in one plane through
the origin. -/
theorem IsPseudoscalar.eq_zero_of_coplanar {n : ℕ} {f : (Fin n → Vec) → ℝ}
    (hf : IsPseudoscalar f) {v : Fin n → Vec} (hv : Coplanar v) : f v = 0 := by
  obtain ⟨m, hm, hmv⟩ := hv
  obtain ⟨h1, h2, h3⟩ := halfTurn_spec hm
  -- on the plane, the half-turn about the normal is the inversion
  have e : (fun i => halfTurn m *ᵥ v i) = fun i => -v i := funext fun i => h3 _ (hmv i)
  have h := hf.rot (halfTurn m) h1 h2 v
  rw [e, hf.odd] at h
  linarith
```

## (c) Symmetry of the triple product

Choose three labels i, j, k from a configuration, possibly with repetition. Show that v ↦ T(vᵢ, vⱼ, vₖ) is a pseudoscalar, that is, for every proper rotation R,

T(Rvᵢ, Rvⱼ, Rvₖ) = T(vᵢ, vⱼ, vₖ) and T(−vᵢ, −vⱼ, −vₖ) = −T(vᵢ, vⱼ, vₖ).

**Solution.** Let A be the matrix with rows vᵢ, vⱼ, vₖ. Rotating the vectors replaces A by A Rᵀ, and

det(A Rᵀ) = det A · det R = det A.

Inversion changes the sign of three rows and multiplies the determinant by (−1)³ = −1.

The matrix identity is `h` in the code. Only det R = 1 is used, and the orthogonality hypothesis is passed over with an underscore.

```lean
/-- The triple product of any three chosen members of a configuration is a pseudoscalar
descriptor. -/
theorem triple_isPseudoscalar {n : ℕ} (i j k : Fin n) :
    IsPseudoscalar (fun v : Fin n → Vec => triple (v i) (v j) (v k)) where
  rot R _ hdet v := by
    have h : Matrix.of ![R *ᵥ v i, R *ᵥ v j, R *ᵥ v k]
        = Matrix.of ![v i, v j, v k] * Rᵀ := by
      ext a b
      fin_cases a <;> simp [Matrix.mul_apply, Matrix.mulVec, dotProduct, mul_comm]
    simp only [triple]
    rw [h, Matrix.det_mul, Matrix.det_transpose, hdet, mul_one]
  odd v := by
    simp [triple, Matrix.det_fin_three]
    ring
```

## (d) The triple product as a cross product

Show that

(a × b)·c = T(a, b, c).

**Solution.** Writing out the left side gives

(a₁b₂ − a₂b₁)c₀ + (a₂b₀ − a₀b₂)c₁ + (a₀b₁ − a₁b₀)c₂,

which is the expansion of the determinant along its third row. Lean expands both sides with `simp` and compares them with `ring`.

```lean
/-- The cross product of two vectors, dotted with a third, is their triple product. -/
theorem cross_dot (a b c : Vec) : (a ⨯₃ b) ⬝ᵥ c = triple a b c := by
  simp [triple, Matrix.det_fin_three, cross_apply, dotProduct, Fin.sum_univ_three]
  ring
```

## (e) Finding a normal

Suppose that T(vᵢ, vⱼ, vₖ) = 0 for all i, j, k. Show that the configuration is coplanar, that is, find a vector m ≠ 0 with

m·vₖ = 0 for all k.

**Solution.** There are three cases. Write e₀, e₁, e₂ for the Cartesian unit vectors.

1. Some cross product vᵢ × vⱼ is non-zero. Take m = vᵢ × vⱼ. By (d), m·vₖ = T(vᵢ, vⱼ, vₖ) = 0.

2. All cross products vanish, but some vᵢ is non-zero. The vectors are then collinear, and any normal to vᵢ will do. There is a w with vᵢ × w ≠ 0. Otherwise component 2 of vᵢ × e₁, which is component 0 of vᵢ, would vanish, and components 2 and 1 of vᵢ × e₀ would remove components 1 and 2 of vᵢ in the same way, leaving vᵢ = 0. Take m = vᵢ × w. Cyclic symmetry of the triple product gives m·vₖ = (vₖ × vᵢ)·w = 0.

3. Every vector is zero, or there are none. Take m = e₂.

The two `by_cases` commands make this division. In the second case `e0`, `e1` and `e2` are the three component equations, and `hcyc` is the cyclic step.

```lean
/-- If all triple products of a configuration vanish, its vectors lie in one plane through
the origin. -/
theorem coplanar_of_triple_eq_zero {n : ℕ} {v : Fin n → Vec}
    (h : ∀ i j k, triple (v i) (v j) (v k) = 0) : Coplanar v := by
  by_cases h1 : ∃ i j, v i ⨯₃ v j ≠ 0
  · -- two independent vectors span the plane
    obtain ⟨i, j, hij⟩ := h1
    exact ⟨v i ⨯₃ v j, hij, fun k => by rw [cross_dot]; exact h i j k⟩
  simp only [not_exists, ne_eq, not_not] at h1
  by_cases h2 : ∃ i, v i ≠ 0
  · -- all vectors are collinear: any normal to a non-zero one will do
    obtain ⟨i, hi⟩ := h2
    have hw : ∃ w : Vec, v i ⨯₃ w ≠ 0 := by
      by_contra hw
      simp only [not_exists, ne_eq, not_not] at hw
      have e0 := congrFun (hw ![0, 1, 0]) 2
      have e1 := congrFun (hw ![1, 0, 0]) 2
      have e2 := congrFun (hw ![1, 0, 0]) 1
      simp [cross_apply] at e0 e1 e2
      apply hi
      funext j
      fin_cases j
      exacts [e0, e1, e2]
    obtain ⟨w, hw⟩ := hw
    refine ⟨v i ⨯₃ w, hw, fun k => ?_⟩
    have hcyc : (v i ⨯₃ w) ⬝ᵥ v k = (v k ⨯₃ v i) ⬝ᵥ w := by
      rw [cross_dot, cross_dot]
      simp [triple, Matrix.det_fin_three]
      ring
    rw [hcyc, h1, zero_dotProduct]
  · simp only [not_exists, ne_eq, not_not] at h2
    refine ⟨![0, 0, 1], fun h0 => ?_, fun k => by rw [h2 k, dotProduct_zero]⟩
    simpa using congrFun h0 2
```

## (f) Planarity as seen by all pseudoscalars

Show that, for every configuration v,

v is coplanar ⇔ f(v) = 0 for every pseudoscalar f.

**Solution.** The forward direction is (b). Conversely, if every pseudoscalar vanishes on v, then by (c) all triple products of its members vanish, and (e) supplies a normal.

The right side quantifies over all pseudoscalars. For a non-planar configuration it yields at least one that is non-zero there, but a particular f may still vanish. The Lean proof is the pair of these two implications.

```lean
/-- A configuration lies in one plane through the origin exactly when every pseudoscalar
descriptor vanishes on it. -/
theorem coplanar_iff_pseudoscalars_vanish {n : ℕ} (v : Fin n → Vec) :
    Coplanar v ↔ ∀ f : (Fin n → Vec) → ℝ, IsPseudoscalar f → f v = 0 :=
  ⟨fun hv _ hf => hf.eq_zero_of_coplanar hv,
    fun h => coplanar_of_triple_eq_zero fun i j k => h _ (triple_isPseudoscalar i j k)⟩
```

## (g) One or two vectors

Let n ≤ 2 and let f be a pseudoscalar of n vectors. Show that, for every configuration v without restriction,

f(v) = 0.

**Solution.** Three labels drawn from at most two must include a coincidence, so every triple product T(vᵢ, vⱼ, vₖ) has two equal rows and vanishes. By (e) the configuration is coplanar, and (b) applies.

The smallest cases can be seen directly. For n = 0 there is only the empty configuration, which inversion leaves unchanged, so f equals its own negative. For n = 1 a half-turn about any axis perpendicular to v₀ carries v₀ to −v₀, and the argument of (b) applies at once.

In Lean, `omega` finds the coincidence among the labels, and each of the three possibilities is settled by expanding the determinant.

```lean
/-- A pseudoscalar descriptor of at most two vectors is identically zero. -/
theorem IsPseudoscalar.eq_zero_of_le_two {n : ℕ} (hn : n ≤ 2) {f : (Fin n → Vec) → ℝ}
    (hf : IsPseudoscalar f) (v : Fin n → Vec) : f v = 0 := by
  refine hf.eq_zero_of_coplanar (coplanar_of_triple_eq_zero fun i j k => ?_)
  -- among three labels drawn from at most two, two coincide
  have hijk : (i : ℕ) = j ∨ (j : ℕ) = k ∨ (i : ℕ) = k := by
    have hi := i.isLt
    have hj := j.isLt
    have hk := k.isLt
    omega
  rcases hijk with e | e | e <;>
  · rw [Fin.ext e]
    simp only [triple, Matrix.det_fin_three, Matrix.of_apply, Matrix.cons_val]
    ring
```

## (h) Three vectors

Show that a pseudoscalar of three vectors need not vanish identically, by checking that v ↦ T(v₀, v₁, v₂) is a pseudoscalar with

T(e₀, e₁, e₂) = 1.

**Solution.** The symmetry is (c) with the labels 0, 1, 2. The matrix with rows e₀, e₁, e₂ is the identity, and its determinant is 1.

The same example shows why the plane in (b) has to contain the origin. The end points of e₀, e₁ and e₂ lie in a common plane, the one whose points have components summing to 1, yet the triple product is not zero.

```lean
/-- For three vectors the triple product is a pseudoscalar descriptor, and it equals one on
the Cartesian unit vectors. -/
theorem isPseudoscalar_witness :
    IsPseudoscalar (fun v : Fin 3 → Vec => triple (v 0) (v 1) (v 2)) ∧
      triple ![1, 0, 0] ![0, 1, 0] ![0, 0, 1] = 1 :=
  ⟨triple_isPseudoscalar 0 1 2, by simp [triple, Matrix.det_fin_three]⟩
```

## (i) A planar atomic environment

Place an atom at the origin and let r₀, …, r_{N−1} be the positions of its N neighbours relative to it. Build an environment descriptor by summing a pseudoscalar f of n vectors over all n-tuples t of neighbour labels, repetitions included. Show that if the neighbours lie in one plane through the central atom, then

∑ₜ f(r_{t(0)}, …, r_{t(n−1)}) = 0.

**Solution.** A normal m to all the neighbours is also normal to the members of any tuple chosen from them. Each term therefore vanishes by (b), and so does the sum. There is no limit on N.

The type `Fin n → Fin N` is the set of tuples, and `Finset.sum_eq_zero` reduces the claim to single terms. The function f may depend on the distances in any way, so radial factors are included, but the same f serves all neighbours and chemical species are not distinguished.

For an atom in a flat molecule or a flat single-layer sheet, odd-parity invariant features of this summed, single-species form are thus zero and cannot tell one planar environment from another. When n ≤ 2, part (g) makes every term zero for non-planar environments as well.

```lean
/-- For an atomic environment of `N` neighbours in one plane through the central atom, the
sum of a pseudoscalar descriptor over all `n`-tuples of neighbours vanishes. -/
theorem planar_environment_sum_eq_zero {n N : ℕ} {f : (Fin n → Vec) → ℝ}
    (hf : IsPseudoscalar f) {r : Fin N → Vec} (hr : Coplanar r) :
    ∑ t : Fin n → Fin N, f (fun a => r (t a)) = 0 := by
  obtain ⟨m, hm, hmr⟩ := hr
  exact Finset.sum_eq_zero fun t _ =>
    hf.eq_zero_of_coplanar ⟨m, hm, fun a => hmr (t a)⟩

end

end OddParityDescriptors
```

```lean
#print axioms OddParityDescriptors.coplanar_iff_pseudoscalars_vanish
#print axioms OddParityDescriptors.IsPseudoscalar.eq_zero_of_le_two
#print axioms OddParityDescriptors.planar_environment_sum_eq_zero
```

```
'OddParityDescriptors.coplanar_iff_pseudoscalars_vanish' depends on axioms: [propext, Classical.choice, Quot.sound]
'OddParityDescriptors.IsPseudoscalar.eq_zero_of_le_two' depends on axioms: [propext, Classical.choice, Quot.sound]
'OddParityDescriptors.planar_environment_sum_eq_zero' depends on axioms: [propext, Classical.choice, Quot.sound]
```
